# Projecting magnetic moment patterns onto the symmetry modes of a one-dimensional character

A finite group G permutes a finite set of magnetic sites and acts on the moments, which are axial vectors with complex components, through the matrices det(R) R, with R real orthogonal. For a homomorphism χ from G to the unit circle, the χ-modes are the moment patterns that each operation g multiplies by χ(g). The theorem `projector_isProj` says that P = |G|⁻¹ ∑ conj χ(g) ρ(g), where ρ(g) is the action of g on moment patterns, sends every pattern to a χ-mode and leaves every χ-mode unchanged. For the first part the proof applies an operation h to the averaged pattern and relabels the group sum by g ↦ hg; for the second it shows that each term of the sum is the original mode.

An attempt in Lean 4 with a fault in it:

```lean
import Mathlib

open Matrix ComplexConjugate

namespace MagneticModeCount

noncomputable section

variable {G : Type*} [Group G] [Fintype G]
variable (V : Type*) [Fintype V] [DecidableEq V] [MulAction G V]
variable (R : G →* Matrix.orthogonalGroup (Fin 3) ℝ) (χ : G →* Circle)

/-- The matrix `det(R) R` by which a symmetry operation turns a magnetic moment,
an axial vector. -/
def axial (g : G) : Matrix (Fin 3) (Fin 3) ℝ := (R g).1.det • (R g).1

/-- The magnetic representation: `g` carries the moment at site `w` to site `g • w`
and turns it as an axial vector. -/
def momentRep (g : G) : Matrix (V × Fin 3) (V × Fin 3) ℂ :=
  Matrix.of fun p q => if p.1 = g • q.1 then (axial R g p.2 q.2 : ℂ) else 0

/-- The symmetry projector `P = |G|⁻¹ ∑ conj χ(g) ρ(g)` on moment patterns. -/
def projector : Matrix (V × Fin 3) (V × Fin 3) ℂ :=
  (Fintype.card G : ℂ)⁻¹ • ∑ g : G, conj (χ g : ℂ) • momentRep V R g

/-- The `χ`-modes: moment patterns that every operation `g` multiplies by `χ(g)`. -/
def modes : Submodule ℂ (V × Fin 3 → ℂ) where
  carrier := {m | ∀ g : G, momentRep V R g *ᵥ m = (χ g : ℂ) • m}
  add_mem' := by
    intro a b ha hb g
    rw [Matrix.mulVec_add, ha g, hb g, smul_add]
  zero_mem' := by
    intro g
    rw [Matrix.mulVec_zero, smul_zero]
  smul_mem' := by
    intro c a ha g
    rw [Matrix.mulVec_smul, ha g, smul_comm]

variable {V}

omit [Fintype G] in
/-- Axial matrices compose like the symmetry operations. -/
theorem axial_mul (g h : G) : axial R (g * h) = axial R g * axial R h := by
  have e : (R (g * h)).1 = (R g).1 * (R h).1 := by rw [map_mul]; rfl
  unfold axial
  rw [e, Matrix.det_mul, smul_mul_assoc, mul_smul_comm, smul_smul]

omit [Fintype G] in
/-- After the operation `g`, site `v` carries the turned moment of site `g⁻¹ • v`. -/
theorem momentRep_mulVec (g : G) (m : V × Fin 3 → ℂ) (v : V) (i : Fin 3) :
    (momentRep V R g *ᵥ m) (v, i) = ∑ j, (axial R g i j : ℂ) * m (g⁻¹ • v, j) := by
  simp only [Matrix.mulVec, dotProduct, momentRep, Matrix.of_apply, Fintype.sum_prod_type]
  rw [Finset.sum_eq_single (g⁻¹ • v)]
  · simp
  · intro w _ hw
    have hne : v ≠ g • w := fun h => hw (by rw [h, inv_smul_smul])
    simp [hne]
  · intro h
    exact absurd (Finset.mem_univ _) h

omit [Fintype G] in
/-- Two operations applied in turn to a moment pattern act as their product. -/
theorem momentRep_comp (h g : G) (m : V × Fin 3 → ℂ) :
    momentRep V R h *ᵥ (momentRep V R g *ᵥ m) = momentRep V R (h * g) *ᵥ m := by
  ext ⟨v, i⟩
  simp only [momentRep_mulVec, axial_mul, Matrix.mul_apply, _root_.mul_inv_rev, mul_smul,
    Fin.sum_univ_three]
  push_cast
  ring

/-- The projector sends every moment pattern to a `χ`-mode and leaves every `χ`-mode
unchanged. -/
theorem projector_isProj : LinearMap.IsProj (modes V R χ) (projector V R χ).mulVecLin := by
  have hχ : ∀ g, (χ g : ℂ) * conj (χ g : ℂ) = 1 := fun g => by
    rw [Complex.mul_conj, Circle.normSq_coe, Complex.ofReal_one]
  have hP : ∀ m, projector V R χ *ᵥ m =
      (Fintype.card G : ℂ)⁻¹ • ∑ g : G, conj (χ g : ℂ) • (momentRep V R g *ᵥ m) := by
    intro m
    rw [projector, Matrix.smul_mulVec, Matrix.sum_mulVec]
    simp only [Matrix.smul_mulVec]
  constructor
  · intro m h
    rw [Matrix.mulVecLin_apply, hP, Matrix.mulVec_smul, Matrix.mulVec_sum,
      smul_comm (χ h : ℂ) ((Fintype.card G : ℂ)⁻¹), Finset.smul_sum]
    congr 1
    -- relabel the group sum by g ↦ h g
    refine Fintype.sum_equiv (Equiv.mulLeft h) _ _ fun g => ?_
    change _ = (χ h : ℂ) • conj (χ (h * g) : ℂ) • (momentRep V R (h * g) *ᵥ m)
    rw [Matrix.mulVec_smul, momentRep_comp, smul_smul]
    congr 1
    rw [map_mul, Circle.coe_mul, map_mul]
    linear_combination (-(conj (χ g : ℂ))) * hχ h
  · intro m hm
    have e : ∀ g : G, conj (χ g : ℂ) • (momentRep V R g *ᵥ m) = m := fun g => by
      rw [hm g, smul_smul, mul_comm, hχ, one_smul]
    rw [Matrix.mulVecLin_apply, hP, Finset.sum_congr rfl (fun g _ => e g),
      Finset.sum_const, Finset.card_univ, ← Nat.cast_smul_eq_nsmul ℂ, smul_smul,
      inv_mul_cancel₀ (Nat.cast_ne_zero.mpr Fintype.card_ne_zero), one_smul]

end

end MagneticModeCount
```

Lean reports:

```
Main.lean:87:11: error: typeclass instance problem is stuck
  AddCommMonoid ?m.207

Note: Lean will not try to resolve this typeclass instance problem because the type argument to `AddCommMonoid` is a metavariable. This argument must be fully determined before Lean will try to resolve the typeclass.

Hint: Adding type annotations and supplying implicit arguments to functions can give Lean more information for typeclass resolution. For example, if you have a variable `x` that you intend to be a `Nat`, but Lean reports it as having an unresolved type like `?m`, replacing `x` with `(x : Nat)` can get typeclass resolution un-stuck.
```

Diagnosis. The error falls on `Fintype.sum_equiv`, which proves that two sums are equal, but the goal at that point has a sum on one side only. Before `Finset.smul_sum` is used, both sides carry the factor |G|⁻¹: on the left it multiplies a sum directly, on the right it multiplies χ(h) times a sum. The rewrite takes the first match, on the left, and moves |G|⁻¹ into that sum, when it was meant to move χ(h) into the sum on the right. `congr 1` then has no common outer factor to remove, and `Fintype.sum_equiv` does not fit the goal. The type of the summands is therefore left undetermined, and Lean reports that the search for its `AddCommMonoid` instance is stuck.

The repair moves `Finset.smul_sum` after `congr 1`. The common |G|⁻¹ is removed first, so the only scalar still multiplying a sum is χ(h) on the right. The rewrite moves it inside, and both sides are then sums, as `Fintype.sum_equiv` requires.

The change, after which it compiles:

```diff
@@ -82,6 +82,7 @@
   · intro m h
     rw [Matrix.mulVecLin_apply, hP, Matrix.mulVec_smul, Matrix.mulVec_sum,
-      smul_comm (χ h : ℂ) ((Fintype.card G : ℂ)⁻¹), Finset.smul_sum]
+      smul_comm (χ h : ℂ) ((Fintype.card G : ℂ)⁻¹)]
     congr 1
+    rw [Finset.smul_sum]
     -- relabel the group sum by g ↦ h g
     refine Fintype.sum_equiv (Equiv.mulLeft h) _ _ fun g => ?_
```
